# Softening the Coulomb kernel by a length e lowers the central potential of a uniform unit-density sphere by 2πe² ln(1/e) to leading order

## Halving the softening length does not quarter the error

To get the electrostatic potential of an isolated charge density, I replace the kernel 1/r by 1/√(r² + e²), run at softening lengths e and e/2, and extrapolate to e = 0 as if the error were quadratic. At a fixed distance r the kernel error is close to e²/(2r³), so a quadratic error looked safe.

My test case is the potential at the centre of a uniform sphere of radius 1 and density 1. Going from e = 0.1 to e = 0.05 reduces the error by a factor of about 3.1, where I expected 4. Is the convergence really slower than quadratic, or is my integration poor? And what does the extrapolation leave behind?

## The missing factor is a logarithm

The convergence really is slower than quadratic, even with perfect integration. Your kernel estimate is right at fixed r, but the potential also collects charge from small r. With the volume element 4πr², the estimate e²/(2r³) becomes 2πe²/r, whose integral diverges logarithmically at r = 0. The softening cuts that divergence off at r of order e, which leaves about 2πe² ln(R/e) for a sphere of radius R. Extrapolation with the quadratic weights removes the logarithm but leaves an error of order e².

The integral can be done in closed form, which also gives the constants. Here e is a length, not the elementary charge or the base of the natural logarithm. All charge at radius r is equally far from the centre, so the potential lost by softening is

D(e) = ∫₀ᴿ 4πr² (1/r − 1/√(r² + e²)) dr = 4π ∫₀ᴿ (r − r²/√(r² + e²)) dr.

Write s(r) = √(r² + e²), so that s′ = r/s. A primitive of r²/s is

F(r) = ½ [r s − e² ln(r + s)].

To check it, differentiate the two terms:

(r s)′ = s + r²/s = (2r² + e²)/s,

(ln(r + s))′ = (1 + r/s)/(r + s) = 1/s.

Hence F′ = (2r² + e² − e²)/(2s) = r²/s. At the lower limit s(0) = e, so F(0) = −½ e² ln e. With S = √(R² + e²), the integral is

D(e) = 4π [R²/2 − F(R) + F(0)] = 2π [R² − R S + e² ln(R + S) − e² ln e].

The difference R S − R² is small, and rationalising it shows its size. Since (S − R)(S + R) = e²,

R S − R² = R e²/(R + S).

Therefore

D(e) = 2πe² [ln(1/e) + ln(R + S) − R/(R + S)].

As e → 0 we have S → R, so the last two terms tend to ln(2R) − ½:

D(e)/e² − 2π ln(1/e) → 2π (ln(2R) − ½).

Dividing by ln(1/e), which grows without bound, gives

D(e)/(e² ln(1/e)) → 2π.

Adding the logarithm back instead gives D(e)/e² → ∞, which is the precise sense of "slower than quadratic". For R = 1 the closed form gives D(0.1)/D(0.05) ≈ 3.13, so your factor of about 3.1 is no sign of poor integration.

For the extrapolation, let q(e) = D(e)/e² − 2π ln(1/e). Because 4D(e/2)/e² = D(e/2)/(e/2)², and ln(2/e) = ln 2 + ln(1/e),

(4D(e/2) − D(e))/(3e²) = [q(e/2) − q(e) + 2π ln 2]/3 → (2π/3) ln 2.

The two q terms have the same limit and cancel. The softened potential is the bare one minus D, so your extrapolated value lies below the exact one by about 1.45 e². The extrapolation helps, but it does not raise the order beyond quadratic.

## What the Lean theorems say

The same calculation is written in Lean 4 with Mathlib. `softeningLoss R e` is D(e), defined directly as the radial integral with the factor 4πr² included. The kernel is 1/r without a prefactor, as in Gaussian or atomic units, and the charge density is 1. `R` and `e` are real numbers, that is, lengths measured in some fixed unit. Changing the unit shifts ln(1/e) by a constant, which does not affect the limit 2π. Lean assigns 1/0 the value 0, but this concerns only the single point r = 0 and does not change the integral.

`softenedPrimitive e r` is F(r), and `Real.log` is the natural logarithm. In the limit statements, `𝓝[>] 0` means that e approaches zero through positive values, `𝓝 L` means convergence to the number L, and `atTop` means growth without bound.

- `softeningLoss_eq` is the closed form, for `0 ≤ R` and `0 < e`.
- `tendsto_loss_sub_log` gives the constant that remains after the logarithm is subtracted.
- `tendsto_loss_div_sq_mul_log` is the main result, the limit 2π.
- `tendsto_loss_div_sq_atTop` says that D(e)/e² diverges.
- `tendsto_richardson_error` gives the limit (2π/3) ln 2 for the error left by the extrapolation, divided by e².

All the limits in e that involve the loss assume `0 < R`, meaning that there is a sphere with charge in it. At R = 0 the loss vanishes and its ratio to e² ln(1/e) cannot tend to 2π.

For real-space electronic structure, the result bears on the convergence of a Hartree potential computed with a softened kernel, in the restricted case of a uniform sphere seen from its centre. The theorems do not cover other densities, points away from the centre, or the error made when the exact integral is replaced by a sum over a grid.

```lean
import Mathlib

open Filter Topology
open scoped Real

namespace SoftenedCoulombSphere

/-- The central potential lost by softening: the integral over a uniform unit-density sphere of
radius `R` of the bare kernel `1/r` minus the softened kernel `1/√(r² + e²)`. -/
noncomputable def softeningLoss (R e : ℝ) : ℝ :=
  ∫ r in (0 : ℝ)..R, 4 * π * r ^ 2 * (1 / r - 1 / √(r ^ 2 + e ^ 2))

/-- The radial function `(r √(r² + e²) - e² ln(r + √(r² + e²))) / 2`, for `e > 0` and `r ≥ 0`. -/
noncomputable def softenedPrimitive (e r : ℝ) : ℝ :=
  (r * √(r ^ 2 + e ^ 2) - e ^ 2 * Real.log (r + √(r ^ 2 + e ^ 2))) / 2

/-- For softening length `e > 0` and radius `r ≥ 0`, the derivative of `softenedPrimitive` is the
softened radial integrand `r²/√(r² + e²)`. -/
theorem hasDerivAt_softenedPrimitive {e r : ℝ} (he : 0 < e) (hr : 0 ≤ r) :
    HasDerivAt (softenedPrimitive e) (r ^ 2 / √(r ^ 2 + e ^ 2)) r := by
  have hpos : 0 < r ^ 2 + e ^ 2 := by positivity
  have hs : 0 < √(r ^ 2 + e ^ 2) := Real.sqrt_pos.mpr hpos
  have hsum : 0 < r + √(r ^ 2 + e ^ 2) := by linarith
  have h0 : HasDerivAt (fun x : ℝ => x ^ 2 + e ^ 2) (2 * r) r := by
    simpa using (hasDerivAt_pow 2 r).add_const (e ^ 2)
  have hd : HasDerivAt (fun x : ℝ => √(x ^ 2 + e ^ 2)) (r / √(r ^ 2 + e ^ 2)) r :=
    (h0.sqrt hpos.ne').congr_deriv (mul_div_mul_left _ _ two_ne_zero)
  -- the logarithm differentiates to the softened kernel
  have h1 : (1 + r / √(r ^ 2 + e ^ 2)) / (r + √(r ^ 2 + e ^ 2)) = 1 / √(r ^ 2 + e ^ 2) := by
    rw [div_eq_div_iff hsum.ne' hs.ne', add_mul, div_mul_cancel₀ _ hs.ne']
    ring
  have h2 : √(r ^ 2 + e ^ 2) = (r ^ 2 + e ^ 2) / √(r ^ 2 + e ^ 2) := by
    rw [eq_div_iff hs.ne']
    exact Real.mul_self_sqrt hpos.le
  have h := (((hasDerivAt_id' r).fun_mul hd).fun_sub
    ((((hasDerivAt_id' r).fun_add hd).log hsum.ne').const_mul (e ^ 2))).div_const 2
  refine h.congr_deriv ?_
  rw [h1]
  linear_combination h2 / 2

/-- Closed form of the lost central potential for a sphere of radius `R ≥ 0` and softening
length `e > 0`. -/
theorem softeningLoss_eq {R e : ℝ} (hR : 0 ≤ R) (he : 0 < e) :
    softeningLoss R e = 2 * π * e ^ 2 * (Real.log (1 / e) +
      Real.log (R + √(R ^ 2 + e ^ 2)) - R / (R + √(R ^ 2 + e ^ 2))) := by
  -- the volume element removes the Coulomb singularity
  have hI : softeningLoss R e =
      ∫ r in (0 : ℝ)..R, 4 * π * (r - r ^ 2 / √(r ^ 2 + e ^ 2)) := by
    unfold softeningLoss
    apply intervalIntegral.integral_congr
    intro r _
    show 4 * π * r ^ 2 * (1 / r - 1 / √(r ^ 2 + e ^ 2)) =
      4 * π * (r - r ^ 2 / √(r ^ 2 + e ^ 2))
    by_cases h : r = 0
    · simp [h]
    · have h' : r ^ 2 * (1 / r) = r := by field_simp
      linear_combination 4 * π * h'
  have hder : ∀ r ∈ Set.uIcc 0 R, HasDerivAt (fun x => x ^ 2 / 2 - softenedPrimitive e x)
      (r - r ^ 2 / √(r ^ 2 + e ^ 2)) r := by
    intro r hr
    rw [Set.uIcc_of_le hR] at hr
    have hq : HasDerivAt (fun x : ℝ => x ^ 2 / 2) r r :=
      ((hasDerivAt_pow 2 r).div_const 2).congr_deriv (by simp)
    exact hq.fun_sub (hasDerivAt_softenedPrimitive he hr.1)
  have hcont : Continuous (fun r : ℝ => r - r ^ 2 / √(r ^ 2 + e ^ 2)) :=
    continuous_id.sub ((continuous_pow 2).div (by fun_prop)
      (fun x => (Real.sqrt_pos.mpr (by positivity)).ne'))
  have hFTC := intervalIntegral.integral_eq_sub_of_hasDerivAt hder
    (hcont.intervalIntegrable 0 R)
  have h0 : softenedPrimitive e 0 = -(e ^ 2 * Real.log e) / 2 := by
    simp [softenedPrimitive, Real.sqrt_sq he.le]
  have hlog : Real.log (1 / e) = -Real.log e := by rw [one_div, Real.log_inv]
  have hsum : 0 < R + √(R ^ 2 + e ^ 2) := by positivity
  have hsq : √(R ^ 2 + e ^ 2) ^ 2 = R ^ 2 + e ^ 2 := Real.sq_sqrt (by positivity)
  -- rationalise the difference of the two surface terms
  have hk : e ^ 2 * (R / (R + √(R ^ 2 + e ^ 2))) = R * √(R ^ 2 + e ^ 2) - R ^ 2 := by
    rw [← mul_div_assoc, div_eq_iff hsum.ne']
    linear_combination (-R) * hsq
  rw [hI, intervalIntegral.integral_const_mul, hFTC]
  simp only [h0, hlog]
  simp only [softenedPrimitive]
  linear_combination 2 * π * hk

/-- For `R > 0`, after subtraction of the logarithm `2π ln(1/e)`, the loss divided by `e²` tends
to the constant `2π (ln(2R) - 1/2)` as `e` tends to zero from above. -/
theorem tendsto_loss_sub_log {R : ℝ} (hR : 0 < R) :
    Tendsto (fun e => softeningLoss R e / e ^ 2 - 2 * π * Real.log (1 / e)) (𝓝[>] 0)
      (𝓝 (2 * π * (Real.log (2 * R) - 1 / 2))) := by
  have h2R : 2 * R ≠ 0 := by positivity
  have hc : Continuous (fun e : ℝ => R + √(R ^ 2 + e ^ 2)) := by fun_prop
  have hs : Tendsto (fun e : ℝ => R + √(R ^ 2 + e ^ 2)) (𝓝[>] 0)
      (𝓝 (R + √(R ^ 2 + 0 ^ 2))) := (hc.tendsto 0).mono_left nhdsWithin_le_nhds
  have hv : R + √(R ^ 2 + 0 ^ 2) = 2 * R := by
    rw [zero_pow two_ne_zero, add_zero, Real.sqrt_sq hR.le]
    ring
  rw [hv] at hs
  have hlim : Tendsto (fun e : ℝ => 2 * π * (Real.log (R + √(R ^ 2 + e ^ 2)) -
      R / (R + √(R ^ 2 + e ^ 2)))) (𝓝[>] 0)
      (𝓝 (2 * π * (Real.log (2 * R) - R / (2 * R)))) :=
    ((hs.log h2R).sub (tendsto_const_nhds.div hs h2R)).const_mul (2 * π)
  have hhalf : R / (2 * R) = 1 / 2 := by
    rw [div_eq_div_iff h2R two_ne_zero]
    ring
  rw [hhalf] at hlim
  refine hlim.congr' ?_
  filter_upwards [self_mem_nhdsWithin] with e he
  have he' : 0 < e := he
  have hdiv : softeningLoss R e / e ^ 2 = 2 * π * (Real.log (1 / e) +
      Real.log (R + √(R ^ 2 + e ^ 2)) - R / (R + √(R ^ 2 + e ^ 2))) := by
    rw [softeningLoss_eq hR.le he', div_eq_iff (by positivity)]
    ring
  rw [hdiv]
  ring

/-- The logarithm `ln(1/e)` grows without bound as the softening length `e` tends to zero from
above. -/
theorem tendsto_log_one_div :
    Tendsto (fun e : ℝ => Real.log (1 / e)) (𝓝[>] 0) atTop :=
  (Real.tendsto_log_atTop.comp tendsto_inv_nhdsGT_zero).congr (fun e => by simp [one_div])

/-- Main theorem: for a sphere of radius `R > 0`, the lost central potential divided by
`e² ln(1/e)` tends to `2π` as the softening length `e` tends to zero from above. -/
theorem tendsto_loss_div_sq_mul_log {R : ℝ} (hR : 0 < R) :
    Tendsto (fun e => softeningLoss R e / (e ^ 2 * Real.log (1 / e))) (𝓝[>] 0)
      (𝓝 (2 * π)) := by
  have h : Tendsto (fun e => (softeningLoss R e / e ^ 2 - 2 * π * Real.log (1 / e)) /
      Real.log (1 / e) + 2 * π) (𝓝[>] 0) (𝓝 (0 + 2 * π)) :=
    ((tendsto_loss_sub_log hR).div_atTop tendsto_log_one_div).add_const (2 * π)
  rw [zero_add] at h
  refine h.congr' ?_
  filter_upwards [tendsto_log_one_div.eventually_gt_atTop 0] with e hL
  rw [sub_div, mul_div_cancel_right₀ _ hL.ne', div_div, sub_add_cancel]

/-- Convergence is slower than quadratic: for `R > 0` the lost potential divided by `e²` grows
without bound as `e` tends to zero from above. -/
theorem tendsto_loss_div_sq_atTop {R : ℝ} (hR : 0 < R) :
    Tendsto (fun e => softeningLoss R e / e ^ 2) (𝓝[>] 0) atTop :=
  ((tendsto_loss_sub_log hR).add_atTop
    (tendsto_log_one_div.const_mul_atTop (by positivity : 0 < 2 * π))).congr
    (fun e => by ring)

/-- Richardson extrapolation from softening lengths `e` and `e/2`, with the weights that cancel a
purely quadratic error, leaves for `R > 0` an error that divided by `e²` tends to
`(2π/3) ln 2` as `e` tends to zero from above. -/
theorem tendsto_richardson_error {R : ℝ} (hR : 0 < R) :
    Tendsto (fun e => (4 * softeningLoss R (e / 2) - softeningLoss R e) / 3 / e ^ 2)
      (𝓝[>] 0) (𝓝 (2 * π / 3 * Real.log 2)) := by
  have hc : Continuous (fun e : ℝ => e / 2) := by fun_prop
  have hhalf : Tendsto (fun e : ℝ => e / 2) (𝓝[>] 0) (𝓝[>] 0) := by
    refine tendsto_nhdsWithin_iff.mpr ⟨?_, ?_⟩
    · have h := (hc.tendsto 0).mono_left (nhdsWithin_le_nhds (s := Set.Ioi (0 : ℝ)))
      simpa using h
    · filter_upwards [self_mem_nhdsWithin] with e he
      have he' : (0 : ℝ) < e := he
      show (0 : ℝ) < e / 2
      linarith
  have hA := tendsto_loss_sub_log hR
  -- the constants cancel between the two softening lengths, the logarithms leave ln 2
  have h := (((hA.comp hhalf).sub hA).add_const (2 * π * Real.log 2)).div_const 3
  have hv : (2 * π * (Real.log (2 * R) - 1 / 2) - 2 * π * (Real.log (2 * R) - 1 / 2) +
      2 * π * Real.log 2) / 3 = 2 * π / 3 * Real.log 2 := by ring
  rw [hv] at h
  refine h.congr' ?_
  filter_upwards [self_mem_nhdsWithin] with e he
  have he' : 0 < e := he
  have hlog : Real.log (1 / (e / 2)) = Real.log 2 + Real.log (1 / e) := by
    rw [← Real.log_mul two_ne_zero (by positivity)]
    congr 1
    ring
  simp only [Function.comp_apply]
  rw [hlog]
  ring

end SoftenedCoulombSphere
```

```lean
#print axioms SoftenedCoulombSphere.softeningLoss_eq
#print axioms SoftenedCoulombSphere.tendsto_loss_div_sq_mul_log
#print axioms SoftenedCoulombSphere.tendsto_loss_div_sq_atTop
#print axioms SoftenedCoulombSphere.tendsto_richardson_error
```

```
'SoftenedCoulombSphere.softeningLoss_eq' depends on axioms: [propext, Classical.choice, Quot.sound]
'SoftenedCoulombSphere.tendsto_loss_div_sq_mul_log' depends on axioms: [propext, Classical.choice, Quot.sound]
'SoftenedCoulombSphere.tendsto_loss_div_sq_atTop' depends on axioms: [propext, Classical.choice, Quot.sound]
'SoftenedCoulombSphere.tendsto_richardson_error' depends on axioms: [propext, Classical.choice, Quot.sound]
```

## From the primitive to the extrapolated error

`hasDerivAt_softenedPrimitive` is the check that F′ = r²/s. Inside it, `hd` is s′ = r/s and `h1` is the simplification of the logarithm's derivative to 1/s. The product, sum and logarithm rules then give F′ as ½(s + r²/s − e²/s). The identity `h2`, which writes s as (r² + e²)/s, turns this into r²/s in the closing `linear_combination`.

`softeningLoss_eq` follows the integration in order. The step `hI` cancels one power of r against the Coulomb kernel, treating r = 0 separately. `hder` states that r²/2 − F(r) is a primitive of the new integrand without its factor 4π, and `hcont` supplies the continuity that makes this integrand integrable. The fundamental theorem of calculus, in `hFTC`, then evaluates the integral. The value F(0) is `h0`, and the rationalisation R S − R² = R e²/(R + S) is `hk`, multiplied out from S² = R² + e². The final `linear_combination` inserts `hk` into the difference of boundary values.

In `tendsto_loss_sub_log`, continuity gives R + S → 2R. The limit rules for the logarithm and the quotient then produce ln(2R) − ½. The closed form is used only for e > 0, and `filter_upwards` restricts the comparison to those values.

`tendsto_log_one_div` records that ln(1/e) grows without bound. The main theorem writes the ratio as

q(e)/ln(1/e) + 2π.

The first term tends to zero because its numerator converges while its denominator diverges, which is the content of `div_atTop`. This rewriting divides by ln(1/e), so the proof uses it only where the logarithm is positive, as it is for all sufficiently small e. For `tendsto_loss_div_sq_atTop`, the convergent q(e) is added to the divergent 2π ln(1/e), and `add_atTop` gives the divergence of the sum.

The extrapolation theorem first shows in `hhalf` that e/2 also approaches zero from above. The limit of q can therefore be used at both softening lengths, through `hA.comp hhalf` and `hA`. Their difference tends to zero, and `hlog` splits ln(2/e) into ln 2 + ln(1/e). The ln(1/e) terms cancel, and division by 3 leaves (2π/3) ln 2.
